# A density change inside the core reaches the outer $Y_k$ only through its $k$-th moment

## Replacing the density inside a core radius

When a norm-conserving pseudopotential is generated, each all-electron valence orbital is replaced inside a core radius $r_c$ by a smoother one, under the constraint that the charge inside $r_c$ stays the same. The electrostatics outside the core is then computed from the smooth density. How much of it does this constraint preserve?

Let $f(s)$ be a radial density with the volume factor $s^2$ already included, such as the product $P_a(s)P_b(s)$ of two radial orbitals. It may change sign. For multipole order $k = 0, 1, 2, \dots$ the radial function in Slater integrals is

$$Y_k[f](r) = \frac{1}{r^k}\int_0^r f(s)\,s^k\,ds + r^{k+1}\int_r^\infty \frac{f(s)}{s^{k+1}}\,ds .$$

The potential itself is $Y_k/r$, up to angular factors. Write $M_k[f](r)=\int_0^r f(s)\,s^k\,ds$ for the $k$-th moment inside $r$.

## The difference formula and its Lean reading

Let $f$ and $g$ be integrable on $(0,\infty)$ and equal beyond $r_c \ge 0$. For every $r>r_c$,

$$Y_k[f](r)-Y_k[g](r)=\frac{M_k[f](r_c)-M_k[g](r_c)}{r^k}.$$

This is `potentialY_sub`. In Lean, `moment k f r` is $M_k[f](r)$ and `potentialY k f r` is $Y_k[f](r)$, so despite its name the latter lacks the factor $1/r$ of the potential. The sets `Ioc 0 r` and `Ioi r` are $(0,r]$ and $(r,\infty)$. The hypotheses `hf` and `hg` state integrability, which for a density means finite total absolute charge, and `hfg` states equality at every $s>r_c$.

Three consequences hold under the same hypotheses:

- `potentialY_eq_iff`: the two $Y_k$ coincide at a point $r>r_c$ exactly when the inner $k$-th moments coincide.
- `norm_conservation_iff`: for $k=0$ that condition is equal charge inside $r_c$.
- `potentialY_error_le`: the error is at most $(r_c/r)^k\int_0^{r_c}|f-g|\,ds$.

Equality beyond $r_c$ is assumed, not derived from a pseudisation scheme. The step from this radial model to a real atom is the angular expansion of the Coulomb interaction, which brings in $Y_k$ and decides which $k$ contribute. For fixed one-centre densities, the result bears on electronic structure by identifying the moments a pseudo-density must reproduce for its potentials $Y_k/r$ to be right outside the core. Augmentation charges in ultrasoft methods and compensation charges in the projector augmented-wave method serve to restore such moments.

## Splitting the integrals at the core radius

Both integrals in $Y_k$ are finite for $r>0$, because

$$|f(s)\,s^k|\le r^k|f(s)|\quad(0<s\le r),\qquad \frac{|f(s)|}{s^{k+1}}\le\frac{|f(s)|}{r^{k+1}}\quad(s>r).$$

For $r>r_c$ the moment splits:

$$M_k[f](r)=M_k[f](r_c)+\int_{r_c}^r f(s)\,s^k\,ds .$$

The same holds for $g$. The shell integrals from $r_c$ to $r$ are equal, since $f=g$ there, and so are the outer integrals from $r$ to infinity. Subtraction leaves the inner moment difference divided by $r^k$. As $r^k\neq0$, this vanishes exactly when the moments agree. The bound follows from

$$\bigl|M_k[f](r_c)-M_k[g](r_c)\bigr|\le\int_0^{r_c}|f-g|\,s^k\,ds\le r_c^k\int_0^{r_c}|f-g|\,ds .$$

## Equal charge, different $Y_2$

Take $r_c=1$ and add $1-2s$ on $(0,1]$ to any integrable $g$. The moment changes by

$$\int_0^1(1-2s)\,s^k\,ds=\frac1{k+1}-\frac2{k+2}=-\frac{k}{(k+1)(k+2)} .$$

For $k=0$ this is zero, so $Y_0$ is unchanged outside. For $k=2$ it is $-1/6$, so $Y_2$ shifts by $-1/(6r^2)$ for every $r>1$. Norm conservation alone therefore does not fix $Y_2$.

As a numerical instance, let $g=2s$ on $(0,1]$ and zero beyond. Then $f=1$ on $(0,1]$ and zero beyond. Both hold charge 1. Their second moments are $1/2$ and $1/3$, so at $r=2$

$$Y_2[g]=\tfrac18,\qquad Y_2[f]=\tfrac1{12},\qquad Y_2[f]-Y_2[g]=-\tfrac1{24}.$$

The bound allows $\tfrac14\int_0^1|1-2s|\,ds=\tfrac18$.

These densities, like the step density in the next section, are chosen for easy integrals and are not realistic atomic ones. With the factor $s^2$ included, a product of two regular orbitals vanishes like $s^2$ or faster at the origin. If it contributes to $k=2$, it vanishes like $s^4$ or faster, because the two orbital angular momenta must then add up to at least 2. It also has no jump at $r_c$. The conclusion does not depend on these defects: the change $s^4(1-s)^4(1-2s)$ on $(0,1]$ has none of them, and it too has zero integral and a nonzero (negative) second moment.

## When the densities differ outside the core

Let $g=0$, and let $f=1$ on $(2,3]$ and zero elsewhere. With $r_c=1$ the inner moments agree, so the formula would predict no difference. But at $r=3/2$ and $k=1$,

$$Y_1[f]-Y_1[g]=\frac94\int_2^3\frac{ds}{s^2}=\frac94\cdot\frac16=\frac38 .$$

Agreement on $(0,2]$ and beyond $3$ is thus not enough for the formula with $r_c=1$.

## The Lean file

```lean
import Mathlib

open MeasureTheory Set

namespace PseudopotentialMultipoles

noncomputable section

/-- The `k`-th radial moment of the density `f` inside the radius `r`. -/
def moment (k : ℕ) (f : ℝ → ℝ) (r : ℝ) : ℝ :=
  ∫ s in Ioc 0 r, f s * s ^ k

/-- The radial potential function `Y_k` of the density `f`, for radii `r > 0`: the charge inside
`r` enters through its `k`-th moment, the charge outside through an inverse power. -/
def potentialY (k : ℕ) (f : ℝ → ℝ) (r : ℝ) : ℝ :=
  moment k f r / r ^ k + r ^ (k + 1) * ∫ s in Ioi r, f s / s ^ (k + 1)

/-- The radial density change `1 - 2s` on `0 < s ≤ 1`, and zero elsewhere. -/
def coreShift : ℝ → ℝ := (Ioc (0 : ℝ) 1).indicator (fun s => 1 - 2 * s)

/-- The inner integral in `Y_k` is finite for every integrable radial density. -/
theorem inner_integrable (k : ℕ) {f : ℝ → ℝ} (hf : IntegrableOn f (Ioi 0)) (r : ℝ) :
    IntegrableOn (fun s => f s * s ^ k) (Ioc 0 r) := by
  have hf' : IntegrableOn f (Ioc 0 r) := hf.mono_set (fun s hs => hs.1)
  -- on the inner region the weight is at most `r ^ k`
  refine Integrable.mono' (hf'.norm.mul_const (r ^ k))
    (hf'.aestronglyMeasurable.mul (continuous_pow k).aestronglyMeasurable) ?_
  refine ae_restrict_of_forall_mem measurableSet_Ioc (fun s hs => ?_)
  have h0 : 0 ≤ s := hs.1.le
  have h1 : s ≤ r := hs.2
  rw [norm_mul, norm_pow, Real.norm_of_nonneg h0]
  gcongr

/-- The outer integral in `Y_k` is finite at every radius `r > 0` for every integrable radial
density. -/
theorem outer_integrable (k : ℕ) {f : ℝ → ℝ} (hf : IntegrableOn f (Ioi 0)) {r : ℝ}
    (hr : 0 < r) : IntegrableOn (fun s => f s / s ^ (k + 1)) (Ioi r) := by
  have hf' : IntegrableOn f (Ioi r) := hf.mono_set (fun s hs => lt_trans hr hs)
  have hm : Measurable (fun s : ℝ => (s ^ (k + 1))⁻¹) := (measurable_id.pow_const (k + 1)).inv
  simp only [div_eq_mul_inv]
  refine Integrable.mono' (hf'.norm.mul_const (r ^ (k + 1))⁻¹)
    (hf'.aestronglyMeasurable.mul hm.aestronglyMeasurable) ?_
  refine ae_restrict_of_forall_mem measurableSet_Ioi (fun s hs => ?_)
  have h1 : r ≤ s := le_of_lt hs
  rw [norm_mul, norm_inv, norm_pow, Real.norm_of_nonneg (hr.le.trans h1)]
  gcongr

/-- The moment of an integrable density inside `r` is the moment inside a smaller radius
`rc ≥ 0` plus the contribution of the shell between `rc` and `r`. -/
theorem moment_split (k : ℕ) {f : ℝ → ℝ} (hf : IntegrableOn f (Ioi 0)) {rc r : ℝ}
    (hrc : 0 ≤ rc) (h : rc ≤ r) :
    moment k f r = moment k f rc + ∫ s in Ioc rc r, f s * s ^ k := by
  have hd : Disjoint (Ioc 0 rc) (Ioc rc r) :=
    Set.disjoint_left.2 fun x hx hy => not_lt_of_ge hx.2 hy.1
  unfold moment
  rw [← Ioc_union_Ioc_eq_Ioc hrc h]
  exact setIntegral_union hd measurableSet_Ioc (inner_integrable k hf rc)
    ((inner_integrable k hf r).mono_set (fun s hs => ⟨lt_of_le_of_lt hrc hs.1, hs.2⟩))

/-- If two integrable radial densities agree beyond `rc ≥ 0`, then at every `r > rc` their `Y_k`
differ by `r ^ (-k)` times the difference of their `k`-th moments inside `rc`. -/
theorem potentialY_sub (k : ℕ) {f g : ℝ → ℝ} (hf : IntegrableOn f (Ioi 0))
    (hg : IntegrableOn g (Ioi 0)) {rc r : ℝ} (hrc : 0 ≤ rc) (h : rc < r)
    (hfg : ∀ s, rc < s → f s = g s) :
    potentialY k f r - potentialY k g r = (moment k f rc - moment k g rc) / r ^ k := by
  -- the shell between `rc` and `r` contributes equally
  have h1 : ∫ s in Ioc rc r, f s * s ^ k = ∫ s in Ioc rc r, g s * s ^ k :=
    setIntegral_congr_fun measurableSet_Ioc (fun s hs => by simp only [hfg s hs.1])
  -- and so does everything beyond `r`
  have h2 : ∫ s in Ioi r, f s / s ^ (k + 1) = ∫ s in Ioi r, g s / s ^ (k + 1) :=
    setIntegral_congr_fun measurableSet_Ioi
      (fun s hs => by simp only [hfg s (lt_trans h hs)])
  unfold potentialY
  rw [moment_split k hf hrc h.le, moment_split k hg hrc h.le, h1, h2]
  ring

/-- For integrable densities that agree beyond `rc ≥ 0`, the functions `Y_k` coincide at a point
`r > rc` exactly when the `k`-th moments inside `rc` coincide. -/
theorem potentialY_eq_iff (k : ℕ) {f g : ℝ → ℝ} (hf : IntegrableOn f (Ioi 0))
    (hg : IntegrableOn g (Ioi 0)) {rc r : ℝ} (hrc : 0 ≤ rc) (h : rc < r)
    (hfg : ∀ s, rc < s → f s = g s) :
    potentialY k f r = potentialY k g r ↔ moment k f rc = moment k g rc := by
  have hr : r ^ k ≠ 0 := pow_ne_zero k (lt_of_le_of_lt hrc h).ne'
  rw [← sub_eq_zero, potentialY_sub k hf hg hrc h hfg, div_eq_zero_iff, or_iff_left hr,
    sub_eq_zero]

/-- Norm conservation: for integrable densities that agree beyond `rc ≥ 0`, the functions `Y_0`
coincide at a point `r > rc` exactly when the two densities hold the same charge inside `rc`. -/
theorem norm_conservation_iff {f g : ℝ → ℝ} (hf : IntegrableOn f (Ioi 0))
    (hg : IntegrableOn g (Ioi 0)) {rc r : ℝ} (hrc : 0 ≤ rc) (h : rc < r)
    (hfg : ∀ s, rc < s → f s = g s) :
    potentialY 0 f r = potentialY 0 g r ↔ ∫ s in Ioc 0 rc, f s = ∫ s in Ioc 0 rc, g s := by
  rw [potentialY_eq_iff 0 hf hg hrc h hfg]
  simp only [moment, pow_zero, mul_one]

/-- For integrable densities that agree beyond `rc ≥ 0`, the error of `Y_k` at `r > rc` is at most
`(rc / r) ^ k` times the integrated absolute density difference inside `rc`. -/
theorem potentialY_error_le (k : ℕ) {f g : ℝ → ℝ} (hf : IntegrableOn f (Ioi 0))
    (hg : IntegrableOn g (Ioi 0)) {rc r : ℝ} (hrc : 0 ≤ rc) (h : rc < r)
    (hfg : ∀ s, rc < s → f s = g s) :
    |potentialY k f r - potentialY k g r| ≤ (rc / r) ^ k * ∫ s in Ioc 0 rc, |f s - g s| := by
  have hr : 0 < r ^ k := pow_pos (lt_of_le_of_lt hrc h) k
  have hd : IntegrableOn (fun s => |f s - g s|) (Ioc 0 rc) :=
    ((hf.sub hg).mono_set (fun s hs => hs.1)).norm
  have hm : |moment k f rc - moment k g rc| ≤ rc ^ k * ∫ s in Ioc 0 rc, |f s - g s| := by
    unfold moment
    rw [← integral_sub (inner_integrable k hf rc) (inner_integrable k hg rc),
      ← integral_const_mul, ← Real.norm_eq_abs]
    refine norm_integral_le_of_norm_le (hd.const_mul (rc ^ k)) ?_
    refine ae_restrict_of_forall_mem measurableSet_Ioc (fun s hs => ?_)
    have h0 : 0 ≤ s := hs.1.le
    have h1 : s ≤ rc := hs.2
    rw [← sub_mul, Real.norm_eq_abs, abs_mul, abs_of_nonneg (pow_nonneg h0 k), mul_comm]
    gcongr
  rw [potentialY_sub k hf hg hrc h hfg, abs_div, abs_of_pos hr, div_pow, div_mul_eq_mul_div]
  gcongr

/-- Adding `1 - 2s` on `0 < s ≤ 1` to any integrable density shifts `Y_k` at every `r > 1` by
`-k / ((k + 1) (k + 2) r ^ k)`. -/
theorem coreShift_potentialY (k : ℕ) {g : ℝ → ℝ} (hg : IntegrableOn g (Ioi 0)) {r : ℝ}
    (h : 1 < r) :
    potentialY k (fun s => g s + coreShift s) r - potentialY k g r
      = -(k : ℝ) / ((k + 1) * (k + 2) * r ^ k) := by
  have hc : Continuous (fun s : ℝ => 1 - 2 * s) := by fun_prop
  have hck : Continuous (fun s : ℝ => (1 - 2 * s) * s ^ k) := by fun_prop
  have hδ : Integrable coreShift :=
    (integrable_indicator_iff measurableSet_Ioc).2 hc.integrableOn_Ioc
  have hout : ∀ s, 1 < s → g s + coreShift s = g s := fun s hs => by
    have hn : s ∉ Ioc (0 : ℝ) 1 := fun hx => not_lt_of_ge hx.2 hs
    rw [coreShift, indicator_of_notMem hn, add_zero]
  -- the moment of the added density
  have hI : ∫ s in Ioc (0 : ℝ) 1, (1 - 2 * s) * s ^ k = 1 / (k + 1) - 2 * (1 / (k + 2)) := by
    have e : ∀ s : ℝ, (1 - 2 * s) * s ^ k = s ^ k - 2 * s ^ (k + 1) := fun s => by ring
    have i1 : IntervalIntegrable (fun s : ℝ => s ^ k) volume 0 1 :=
      Continuous.intervalIntegrable (by fun_prop) 0 1
    have i2 : IntervalIntegrable (fun s : ℝ => 2 * s ^ (k + 1)) volume 0 1 :=
      Continuous.intervalIntegrable (by fun_prop) 0 1
    have z1 : (0 : ℝ) ^ (k + 1) = 0 := zero_pow (Nat.succ_ne_zero k)
    have z2 : (0 : ℝ) ^ (k + 1 + 1) = 0 := zero_pow (Nat.succ_ne_zero (k + 1))
    simp only [e]
    rw [← intervalIntegral.integral_of_le zero_le_one, intervalIntegral.integral_sub i1 i2,
      intervalIntegral.integral_const_mul, integral_pow, integral_pow, z1, z2, one_pow, one_pow]
    push_cast
    ring
  have hm : moment k (fun s => g s + coreShift s) 1
      = moment k g 1 + ∫ s in Ioc (0 : ℝ) 1, (1 - 2 * s) * s ^ k := by
    unfold moment
    rw [← integral_add (inner_integrable k hg 1) hck.integrableOn_Ioc]
    refine setIntegral_congr_fun measurableSet_Ioc (fun s hs => ?_)
    simp only [coreShift, indicator_of_mem hs]
    ring
  have hr : r ≠ 0 := by linarith
  have h1 : (k : ℝ) + 1 ≠ 0 := by positivity
  have h2 : (k : ℝ) + 2 ≠ 0 := by positivity
  have hsum : IntegrableOn (fun s => g s + coreShift s) (Ioi 0) := hg.add hδ.integrableOn
  rw [potentialY_sub k hsum hg zero_le_one h hout, hm, hI, add_sub_cancel_left]
  field_simp
  ring

/-- Adding `1 - 2s` on `0 < s ≤ 1` to any integrable density leaves `Y_0` unchanged at every
`r > 1` but shifts `Y_2` there by `-1 / (6 r ^ 2)`. -/
theorem norm_conserved_quadrupole_shifted {g : ℝ → ℝ} (hg : IntegrableOn g (Ioi 0)) {r : ℝ}
    (h : 1 < r) :
    potentialY 0 (fun s => g s + coreShift s) r = potentialY 0 g r ∧
      potentialY 2 (fun s => g s + coreShift s) r - potentialY 2 g r = -1 / (6 * r ^ 2) := by
  have hr : r ≠ 0 := by linarith
  constructor
  · rw [← sub_eq_zero, coreShift_potentialY 0 hg h]
    simp
  · rw [coreShift_potentialY 2 hg h]
    push_cast
    field_simp
    norm_num

end

end PseudopotentialMultipoles
```

```lean
#print axioms PseudopotentialMultipoles.moment_split
#print axioms PseudopotentialMultipoles.norm_conservation_iff
#print axioms PseudopotentialMultipoles.potentialY_error_le
#print axioms PseudopotentialMultipoles.norm_conserved_quadrupole_shifted
```

```
'PseudopotentialMultipoles.moment_split' depends on axioms: [propext, Classical.choice, Quot.sound]
'PseudopotentialMultipoles.norm_conservation_iff' depends on axioms: [propext, Classical.choice, Quot.sound]
'PseudopotentialMultipoles.potentialY_error_le' depends on axioms: [propext, Classical.choice, Quot.sound]
'PseudopotentialMultipoles.norm_conserved_quadrupole_shifted' depends on axioms: [propext, Classical.choice, Quot.sound]
```

## From the estimates to the explicit shift

`inner_integrable` and `outer_integrable` carry out the two domination estimates. `Integrable.mono'` reduces integrability to a pointwise bound by a multiple of $|f|$, and `gcongr` compares the powers. Lean assigns the value zero to a divergent integral, and these lemmas show that this never happens here.

`moment_split` writes $(0,r]$ as the disjoint union of $(0,r_c]$ and $(r_c,r]$ and adds the integrals. In `potentialY_sub`, `h1` is the equality of the shell integrals and `h2` that of the outer integrals. After both are substituted, `ring` performs the subtraction.

`potentialY_eq_iff` uses $r^k\neq0$, and `norm_conservation_iff` sets $k=0$. In `potentialY_error_le`, the inner statement `hm` is the moment estimate, and the last lines divide it by $r^k$.

In `coreShift_potentialY`, `hout` checks that the added density vanishes beyond 1, `hI` evaluates its moment by the power rule, and `hm` adds that moment to the moment of $g$. The difference formula with $r_c=1$ then gives the shift for general $k$. `norm_conserved_quadrupole_shifted` specialises it to $k=0$ and $k=2$; "quadrupole" in its name refers to the order $k=2$.
